# Four states whose overlap moduli and triangle products do not fix the four-loop Berry phase

When a discrete Berry phase is computed around a square of four states, the four link overlaps are multiplied in order and the phase of the product is taken. If the overlaps across both diagonals vanish, the overlap moduli and triangle products can leave the phase of that product open. The example compares families of four vectors in $\mathbb C^4$ that differ only in the last vector, with no Hamiltonian or $k$-mesh.

## States, overlaps and loops

Vectors are functions `n → ℂ` on a finite index set `n`.

```lean
import Mathlib

open Matrix

namespace TrianglesMissFourLoop

noncomputable section

variable {n : Type*} [Fintype n]
```

Write $S_{xy}=\langle x,y\rangle=\sum_a \overline{x_a}\,y_a$, and $S_{ij}$ for $\langle u_i,u_j\rangle$.

```lean
/-- The overlap of two state vectors, conjugate-linear in the first one. -/
def overlap (x y : n → ℂ) : ℂ := star x ⬝ᵥ y
```

The triangle product is $T_{ijk}=S_{ij}S_{jk}S_{ki}$.

```lean
/-- The triple product of overlaps around the triangle `i → j → k → i`. -/
def triangle (u : Fin 4 → n → ℂ) (i j k : Fin 4) : ℂ :=
  overlap (u i) (u j) * overlap (u j) (u k) * overlap (u k) (u i)
```

The loop product is $L=S_{01}S_{12}S_{23}S_{30}$. With the convention $\gamma=-\arg L$, it gives the Berry phase modulo $2\pi$ when $L\neq0$.

```lean
/-- The product of overlaps around the closed loop `0 → 1 → 2 → 3 → 0`. -/
def fourLoop (u : Fin 4 → n → ℂ) : ℂ :=
  overlap (u 0) (u 1) * overlap (u 1) (u 2) * overlap (u 2) (u 3) * overlap (u 3) (u 0)
```

Let $e_0,\dots,e_3$ be the standard orthonormal basis of $\mathbb C^4$. For a complex number $z$, the ring states are $(e_0+e_1)/\sqrt2$, $(e_1+e_2)/\sqrt2$, $(e_2+e_3)/\sqrt2$ and $(e_3+z e_0)/\sqrt2$. They are normalised when $|z|=1$.

```lean
/-- Four states on a ring of four sites: `(e₀ + e₁)/√2`, `(e₁ + e₂)/√2`, `(e₂ + e₃)/√2` and
`(e₃ + z e₀)/√2`. -/
def ringState (z : ℂ) (j : Fin 4) : Fin 4 → ℂ :=
  ((√2 : ℝ) : ℂ)⁻¹ •
    (![![1, 1, 0, 0], ![0, 1, 1, 0], ![0, 0, 1, 1], ![z, 0, 0, 1]] : Fin 4 → Fin 4 → ℂ) j
```

The proposed overlap matrix has $S_{ij}$ in row $i$, column $j$.

```lean
/-- The matrix that collects the overlaps of the ring states when `z` has modulus one. -/
def ringGram (z : ℂ) : Matrix (Fin 4) (Fin 4) ℂ :=
  !![1, 1/2, 0, z/2; 1/2, 1, 1/2, 0; 0, 1/2, 1, 1/2; starRingEnd ℂ z/2, 0, 1/2, 1]
```

## Problems

(a) Show that $\bar z z=1$ if $|z|=1$.

Solution. $\bar z z=|z|^2=1$.

```lean
lemma conj_mul_self_of_unit {z : ℂ} (hz : ‖z‖ = 1) : starRingEnd ℂ z * z = 1 := by
  rw [Complex.conj_mul', hz]
  simp
```

(b) How does an overlap change when its vectors are multiplied by $a$ and $b$?

Solution. The first factor comes out conjugated: $\langle ax,by\rangle=\bar a\,b\,\langle x,y\rangle$.

```lean
lemma overlap_smul (a b : ℂ) (x y : n → ℂ) :
    overlap (a • x) (b • y) = star a * b * overlap x y := by
  simp only [overlap, star_smul, smul_dotProduct, dotProduct_smul, smul_eq_mul]
  ring
```

(c) Compute all overlaps of the ring states for $|z|=1$.

Solution. The normalisation factors combine to $1/2$. Each diagonal entry is $(1+1)/2=1$, using (a) for the last state. Neighbours share one basis vector, so $S_{01}=S_{12}=S_{23}=1/2$ and $S_{03}=z/2$, $S_{30}=\bar z/2$. Opposite states share none, so $S_{02}=S_{13}=0$. The remaining entries are conjugates. Lean extracts the prefactor with (b), then checks the sixteen entries with `fin_cases`.

```lean
/-- For a unit phase `z`, the overlaps of the ring states are the entries of `ringGram z`. -/
theorem ring_overlap {z : ℂ} (hz : ‖z‖ = 1) (i j : Fin 4) :
    overlap (ringState z i) (ringState z j) = ringGram z i j := by
  have h : ((√2 : ℝ) : ℂ) * ((√2 : ℝ) : ℂ) = 2 := by
    rw [← Complex.ofReal_mul, Real.mul_self_sqrt (by norm_num)]
    norm_num
  -- the two normalisation factors combine to one half
  have hs : star (((√2 : ℝ) : ℂ)⁻¹) * ((√2 : ℝ) : ℂ)⁻¹ = 1 / 2 := by
    rw [star_inv₀, Complex.star_def, Complex.conj_ofReal, ← mul_inv, h]
    norm_num
  have hz' := conj_mul_self_of_unit hz
  rw [ringState, ringState, overlap_smul, hs]
  fin_cases i <;> fin_cases j <;>
    simp [overlap, dotProduct, Fin.sum_univ_four, ringGram, hz'] <;>
    ring1
```

(d) Show that the moduli do not depend on the unit phase $z$.

Solution. They are $1$ for equal indices, $1/2$ for neighbours and $0$ for opposite states.

```lean
/-- All pairwise overlap moduli of the ring states are the same for any two unit phases. -/
theorem ring_moduli {z w : ℂ} (hz : ‖z‖ = 1) (hw : ‖w‖ = 1) (i j : Fin 4) :
    ‖overlap (ringState z i) (ringState z j)‖ = ‖overlap (ringState w i) (ringState w j)‖ := by
  rw [ring_overlap hz, ring_overlap hw]
  fin_cases i <;> fin_cases j <;> simp [ringGram, hz, hw]
```

(e) Show the same for all triangle products, repeated indices included.

Solution. With a repeated index, the product is a norm squared times $|S_{ij}|^2$, for instance $T_{iij}=S_{ii}|S_{ij}|^2$, which is fixed by (d). Three distinct indices out of four always include an opposite pair, so one factor is zero. Lean runs through all index triples; `linear_combination` supplies $\bar z z=\bar w w=1$ where needed.

```lean
/-- All triple products of the ring states, with distinct or repeated indices, are the same for
any two unit phases. -/
theorem ring_triangles {z w : ℂ} (hz : ‖z‖ = 1) (hw : ‖w‖ = 1) (i j k : Fin 4) :
    triangle (ringState z) i j k = triangle (ringState w) i j k := by
  have hz' := conj_mul_self_of_unit hz
  have hw' := conj_mul_self_of_unit hw
  simp only [triangle, ring_overlap hz, ring_overlap hw]
  fin_cases i <;> fin_cases j <;> fin_cases k <;> simp [ringGram] <;>
    (first | ring1 | linear_combination (1/4 : ℂ) * hz' - (1/4 : ℂ) * hw')
```

(f) State the value for distinct indices separately.

Solution. By the opposite-pair argument it is $0$, so these triangles carry no phase.

```lean
/-- For a unit phase `z`, every triple product of ring states with three distinct indices vanishes.
-/
theorem ring_triangle_eq_zero {z : ℂ} (hz : ‖z‖ = 1) {i j k : Fin 4}
    (hij : i ≠ j) (hjk : j ≠ k) (hki : k ≠ i) : triangle (ringState z) i j k = 0 := by
  simp only [triangle, ring_overlap hz]
  fin_cases i <;> fin_cases j <;> fin_cases k <;>
    first
    | exact (hij rfl).elim
    | exact (hjk rfl).elim
    | exact (hki rfl).elim
    | simp [ringGram]
```

(g) Compute the loop product.

Solution. $L=\tfrac12\cdot\tfrac12\cdot\tfrac12\cdot\tfrac{\bar z}{2}=\bar z/16$.

```lean
/-- For a unit phase `z`, the four-cycle overlap product of the ring states is the conjugate of `z`
divided by 16. -/
theorem ring_fourLoop {z : ℂ} (hz : ‖z‖ = 1) :
    fourLoop (ringState z) = starRingEnd ℂ z / 16 := by
  simp only [fourLoop, ring_overlap hz]
  change (1/2 : ℂ) * (1/2) * (1/2) * (starRingEnd ℂ z / 2) = starRingEnd ℂ z / 16
  ring
```

(h) Compare $z=1$ with $z=-1$.

Solution. Only state 3 changes, from $(e_3+e_0)/\sqrt2$ to $(e_3-e_0)/\sqrt2$. Moduli and triangles agree by (d) and (e), while (g) gives $L=1/16$ and $L=-1/16$: the Berry phase moves from $0$ to $\pi$.

```lean
/-- Changing the sign of `e₀` in the last ring state alone keeps all pairwise overlap moduli and
all triple products, but changes the four-cycle overlap product from `1/16` to `-1/16`. -/
theorem triangles_do_not_determine_fourLoop :
    (∀ j, j ≠ 3 → ringState (-1) j = ringState 1 j) ∧
    (∀ i j, ‖overlap (ringState (-1) i) (ringState (-1) j)‖
      = ‖overlap (ringState 1 i) (ringState 1 j)‖) ∧
    (∀ i j k, triangle (ringState (-1)) i j k = triangle (ringState 1) i j k) ∧
    fourLoop (ringState 1) = 1 / 16 ∧ fourLoop (ringState (-1)) = -1 / 16 := by
  have h1 : ‖(1 : ℂ)‖ = 1 := by simp
  have h2 : ‖(-1 : ℂ)‖ = 1 := by simp
  refine ⟨?_, ring_moduli h2 h1, ring_triangles h2 h1, ?_, ?_⟩
  · intro j hj
    fin_cases j <;> first | exact (hj rfl).elim | simp [ringState]
  · rw [ring_fourLoop h1, map_one]
  · rw [ring_fourLoop h2, map_neg, map_one]
```

(i) Show that $L$ is unchanged under $u_j\mapsto c_jUu_j$, with $U$ unitary and $|c_j|=1$.

Solution. Since $U^\dagger U=1$, $\langle Ux,Uy\rangle=\langle x,y\rangle$. Each link gains $\bar c_j c_{j+1}$, indices modulo 4, and around the loop every $c_j$ meets its conjugate. The `calc` block makes this regrouping.

```lean
/-- The four-cycle overlap product is unchanged by a common unitary and by separate phase changes
of the four states. -/
theorem fourLoop_gauge [DecidableEq n] {U : Matrix n n ℂ} (hU : U ∈ unitaryGroup n ℂ)
    {c : Fin 4 → ℂ} (hc : ∀ j, ‖c j‖ = 1) (u : Fin 4 → n → ℂ) :
    fourLoop (fun j => c j • (U *ᵥ u j)) = fourLoop u := by
  have hU' : Uᴴ * U = 1 := Matrix.mem_unitaryGroup_iff'.mp hU
  have hov : ∀ x y : n → ℂ, overlap (U *ᵥ x) (U *ᵥ y) = overlap x y := by
    intro x y
    rw [overlap, Matrix.star_mulVec, Matrix.dotProduct_mulVec, Matrix.vecMul_vecMul, hU',
      Matrix.vecMul_one, overlap]
  have h : ∀ j, star (c j) * c j = 1 := fun j => conj_mul_self_of_unit (hc j)
  simp only [fourLoop, overlap_smul, hov]
  -- each phase meets its own conjugate once around the loop
  calc _ = (star (c 0) * c 0) * (star (c 1) * c 1) * (star (c 2) * c 2) * (star (c 3) * c 3) *
        (overlap (u 0) (u 1) * overlap (u 1) (u 2) * overlap (u 2) (u 3) *
          overlap (u 3) (u 0)) := by ring
    _ = _ := by simp only [h, one_mul]
```

(j) When are the ring families for unit phases $z$ and $w$ related in this way, with the order of the states kept?

Solution. If they are related, (i) and (g) give $\bar w/16=\bar z/16$, so $w=z$. Conversely, if $w=z$, take $U=1$ and $c_j=1$.

```lean
/-- Two ring families whose parameters are unit phases are related by a common unitary and separate
phase changes exactly when their parameters agree. -/
theorem ring_equivalent_iff {z w : ℂ} (hz : ‖z‖ = 1) (hw : ‖w‖ = 1) :
    (∃ U ∈ unitaryGroup (Fin 4) ℂ, ∃ c : Fin 4 → ℂ, (∀ j, ‖c j‖ = 1) ∧
      ∀ j, ringState w j = c j • (U *ᵥ ringState z j)) ↔ w = z := by
  constructor
  · rintro ⟨U, hU, c, hc, h⟩
    have hfam : ringState w = fun j => c j • (U *ᵥ ringState z j) := funext h
    have e := fourLoop_gauge hU hc (ringState z)
    rw [← hfam, ring_fourLoop hw, ring_fourLoop hz] at e
    apply (starRingEnd ℂ).injective
    linear_combination 16 * e
  · rintro rfl
    exact ⟨1, one_mem _, fun _ => 1, by simp, by simp⟩
```

(k) For any four vectors, relate $L$ to the triangles sharing the diagonal $0$–$2$.

Solution. Because $S_{20}=\overline{S_{02}}$,
$$T_{012}T_{023}=(S_{01}S_{12}S_{20})(S_{02}S_{23}S_{30})=L\,|S_{02}|^2 .$$

```lean
/-- The four-cycle product times the squared modulus of the diagonal overlap is the product of
the two triangles that share this diagonal. -/
theorem fourLoop_mul_diagonal (u : Fin 4 → n → ℂ) :
    fourLoop u * (‖overlap (u 0) (u 2)‖ : ℂ) ^ 2 = triangle u 0 1 2 * triangle u 0 2 3 := by
  have hc : starRingEnd ℂ (overlap (u 0) (u 2)) = overlap (u 2) (u 0) := by
    simp [overlap, dotProduct, mul_comm]
  rw [← Complex.mul_conj', hc]
  simp only [fourLoop, triangle]
  ring
```

(l) Two families $u$ and $v$ share $|S_{02}|$, $T_{012}$ and $T_{023}$, with $S_{02}\neq0$. Show that their loop products agree.

Solution. By (k), $L_u|S_{02}|^2=L_v|S_{02}|^2$. The factor is nonzero and cancels, which is the step `mul_right_cancel₀`. Normalisation is not needed. In the ring family $S_{02}=0$, and (k) reads $0=0$.

```lean
/-- If the diagonal overlap of states 0 and 2 is nonzero, its modulus and the two triangles that
share it determine the four-cycle product. -/
theorem fourLoop_determined {u v : Fin 4 → n → ℂ} (hne : overlap (u 0) (u 2) ≠ 0)
    (hmod : ‖overlap (u 0) (u 2)‖ = ‖overlap (v 0) (v 2)‖)
    (h012 : triangle u 0 1 2 = triangle v 0 1 2)
    (h023 : triangle u 0 2 3 = triangle v 0 2 3) : fourLoop u = fourLoop v := by
  have a := fourLoop_mul_diagonal u
  have b := fourLoop_mul_diagonal v
  rw [← h012, ← h023, ← hmod, ← a] at b
  have hne' : (‖overlap (u 0) (u 2)‖ : ℂ) ^ 2 ≠ 0 :=
    pow_ne_zero 2 (Complex.ofReal_ne_zero.mpr (norm_ne_zero_iff.mpr hne))
  exact (mul_right_cancel₀ hne' b).symm

end

end TrianglesMissFourLoop
```

```lean
#print axioms TrianglesMissFourLoop.ring_triangle_eq_zero
#print axioms TrianglesMissFourLoop.triangles_do_not_determine_fourLoop
#print axioms TrianglesMissFourLoop.ring_equivalent_iff
#print axioms TrianglesMissFourLoop.fourLoop_determined
```

```
'TrianglesMissFourLoop.ring_triangle_eq_zero' depends on axioms: [propext, Classical.choice, Quot.sound]
'TrianglesMissFourLoop.triangles_do_not_determine_fourLoop' depends on axioms: [propext, Classical.choice, Quot.sound]
'TrianglesMissFourLoop.ring_equivalent_iff' depends on axioms: [propext, Classical.choice, Quot.sound]
'TrianglesMissFourLoop.fourLoop_determined' depends on axioms: [propext, Classical.choice, Quot.sound]
```
